# For three unitary representations of a finite group with one invariant coupling, the averaged product of matrix elements is a product of two coupling coefficients

Coupling coefficients with three indices can be collected in a three-index array or in a vector of a product space. Here they form a vector $w$, whose components $w_{ikm}$ are labelled in Lean by the nested pair `((i, k), m)`. Coupling three representations $D_1, D_2, D_3$ of a finite group $G$ to an invariant then means finding the vectors fixed by every matrix $D_1(g)\otimes D_2(g)\otimes D_3(g)$. If these are exactly the multiples of one unit vector $w$, and the representations are unitary, then

$$\frac{1}{|G|}\sum_{g} D_1(g)_{ij}\,D_2(g)_{kl}\,D_3(g)_{mo} = w_{ikm}\,\overline{w_{jlo}} .$$

When $D_1, D_2, D_3$ are irreducible, the numbers $w_{ikm}$ are, up to a common phase, 3j symbols of the finite group in the chosen bases. Wigner's symbols for the full rotation group would need an integral in place of the sum. For a molecule with a finite point group, take three sets of functions, the first transforming as $g f_j=\sum_i D_1(g)_{ij}f_i$ and the other two likewise by $D_2$ and $D_3$. If the matrices are unitary and there is a single invariant, all integrals of products of one function from each set are one common number times $\overline{w_{ikm}}$, where $i,k,m$ label the three functions.

```lean
import Mathlib

open Matrix
open scoped Kronecker

namespace TripleProductAverage

noncomputable section

variable {G : Type*} [Group G] [Fintype G]
variable {n a b c R : Type*} [Fintype n] [DecidableEq n] [Fintype a] [DecidableEq a]
  [Fintype b] [DecidableEq b] [Fintype c] [DecidableEq c] [Fintype R] [DecidableEq R]
```

## Matrices, average and invariants

A representation is a homomorphism `G →* Matrix n n ℂ`, so a basis has already been chosen and the dimension is finite. Irreducibility is not assumed. Unitarity is a separate condition, $U(g)^\dagger U(g)=1$ for every $g$.

```lean
/-- A matrix representation is unitary if every group element acts by a unitary matrix. -/
def IsUnitaryRep {G : Type*} [Group G] (U : G →* Matrix n n ℂ) : Prop :=
  ∀ g, (U g)ᴴ * U g = 1
```

The average is the matrix $P=|G|^{-1}\sum_g U(g)$.

```lean
/-- The average of the representation matrices over the group. -/
def groupAverage (U : G →* Matrix n n ℂ) : Matrix n n ℂ :=
  (Fintype.card G : ℂ)⁻¹ • ∑ g, U g
```

The triple product uses the Kronecker product `⊗ₖ`, whose entry in row $((i,k),m)$ and column $((j,l),o)$ is $D_1(g)_{ij}D_2(g)_{kl}D_3(g)_{mo}$. An entry of its average is therefore the left side of the formula above.

```lean
/-- The direct product of three representations of the same group. -/
def tripleProduct {G : Type*} [Group G] (D₁ : G →* Matrix a a ℂ) (D₂ : G →* Matrix b b ℂ)
    (D₃ : G →* Matrix c c ℂ) : G →* Matrix ((a × b) × c) ((a × b) × c) ℂ where
  toFun g := D₁ g ⊗ₖ D₂ g ⊗ₖ D₃ g
  map_one' := by simp only [map_one, Matrix.one_kronecker_one]
  map_mul' g h := by simp only [map_mul, Matrix.mul_kronecker_mul]
```

The derivation works for any number of invariants. `IsInvariantBasis` says that the vectors $w_r$ are orthonormal and that a vector is fixed by the whole group if and only if it is a combination of them.

```lean
/-- The vectors `w r` are orthonormal and their linear combinations are exactly the vectors
fixed by the whole group. -/
def IsInvariantBasis {G : Type*} [Group G] (U : G →* Matrix n n ℂ) (w : R → n → ℂ) : Prop :=
  (∀ r s, star (w r) ⬝ᵥ w s = if r = s then 1 else 0) ∧
  ∀ v, (∀ g, U g *ᵥ v = v) ↔ ∃ x : R → ℂ, v = ∑ r, x r • w r
```

## A finite group and its multiplication law

Physically, $G$ is a finite set of symmetry operations, and its matrices multiply as the operations do. By hand, this gives

$$U(h)P=\frac{1}{|G|}\sum_g U(hg)=P,$$

because $hg$ runs over the group once as $g$ does. Each column of $P$ is therefore an invariant vector. In Lean the relabelling is `Equiv.mulLeft h`.

Without finiteness the sum has to be replaced, for a compact group by an invariant integral. Without the multiplication law, $U(h)U(g)$ need not equal $U(hg)$, and the first equality can fail. This matters for half-integer spin, where one passes to the double group to obtain true representations.

```lean
/-- Acting with a group element leaves the group average unchanged. -/
theorem mul_average (U : G →* Matrix n n ℂ) (h : G) :
    U h * groupAverage U = groupAverage U := by
  unfold groupAverage
  rw [Matrix.mul_smul, Finset.mul_sum]
  congr 1
  exact Fintype.sum_equiv (Equiv.mulLeft h) _ _ (fun g => by simp [map_mul])
```

## Unitary matrices

Unitarity means that the symmetry operations preserve inner products, as they do for orthonormal sets of orbitals whose span is mapped to itself by the group. It gives $U(g)^\dagger=U(g^{-1})$, and since inversion also permutes the group,

$$P^\dagger=\frac{1}{|G|}\sum_g U(g^{-1})=P .$$

The proof first establishes the statement about the adjoint as `hinv` and then relabels the sum with `Equiv.inv G`.

Without unitarity the formula can fail. Let $G=\{1,-1\}$, let $D_2$ and $D_3$ be trivial and one-dimensional, and let

$$D_1(-1)=\begin{pmatrix}1&1\\0&-1\end{pmatrix},\qquad P=\begin{pmatrix}1&\tfrac12\\0&0\end{pmatrix}.$$

The invariants are the multiples of $w=(1,0)$, but $ww^\dagger$ has $0$ where $P$ has $\tfrac12$. The average still projects onto the invariants, but obliquely.

```lean
/-- The group average of a unitary representation is Hermitian. -/
theorem average_hermitian (U : G →* Matrix n n ℂ) (hU : IsUnitaryRep U) :
    (groupAverage U)ᴴ = groupAverage U := by
  -- the adjoint of a representation matrix represents the inverse element
  have hinv : ∀ g, (U g)ᴴ = U g⁻¹ := fun g => by
    calc (U g)ᴴ = (U g)ᴴ * (U g * U g⁻¹) := by
          rw [← map_mul, mul_inv_cancel, map_one, mul_one]
      _ = U g⁻¹ := by rw [← mul_assoc, hU g, one_mul]
  have hc : star ((Fintype.card G : ℂ)⁻¹) = (Fintype.card G : ℂ)⁻¹ := by simp
  unfold groupAverage
  rw [Matrix.conjTranspose_smul, Matrix.conjTranspose_sum, hc]
  congr 1
  exact Fintype.sum_equiv (Equiv.inv G) _ _ (fun g => hinv g)
```

## A complete orthonormal list of invariants

The two directions of the "if and only if" do different work. One says that each $w_r$ is itself invariant, so that

$$Pw_r=\frac{1}{|G|}\sum_g U(g)w_r=w_r .$$

```lean
/-- The group average leaves every invariant vector unchanged. -/
theorem average_mulVec_of_fixed (U : G →* Matrix n n ℂ) {v : n → ℂ}
    (hv : ∀ g, U g *ᵥ v = v) : groupAverage U *ᵥ v = v := by
  have hs : (∑ g, U g) *ᵥ v = ∑ g, U g *ᵥ v := by
    ext i
    simp only [Matrix.mulVec, dotProduct, Matrix.sum_apply, Finset.sum_apply, Finset.sum_mul]
    exact Finset.sum_comm
  have hG : (Fintype.card G : ℂ) ≠ 0 := Nat.cast_ne_zero.mpr Fintype.card_ne_zero
  rw [groupAverage, Matrix.smul_mulVec, hs, Finset.sum_congr rfl (fun g _ => hv g),
    Finset.sum_const, Finset.card_univ, ← Nat.cast_smul_eq_nsmul ℂ, smul_smul,
    inv_mul_cancel₀ hG, one_smul]
```

The other says that no invariant is missing. Column $q$ of $P$ is $Pe_q$, with $e_q$ the unit vector along $q$. It is invariant, so $Pe_q=\sum_r x_r w_r$ for some coefficients $x_r$. Orthonormality and $P^\dagger=P$ determine them:

$$x_r=w_r^\dagger Pe_q=(Pw_r)^\dagger e_q=\overline{w_r(q)} .$$

Reading off component $p$ gives

$$P_{pq}=\sum_r w_r(p)\,\overline{w_r(q)} .$$

The Lean proof takes the same route: `hx` is the expansion of the column, `hfix` the equation $Pw_r=w_r$, and `hcoef` the calculation of $x_r$. Inside `hcoef`, `h2` is the adjoint equation $w_r^\dagger P=w_r^\dagger$, `h1` uses it to evaluate $w_r^\dagger Pe_q$, and `h4` expands the inner product of $w_r$ with the combination of the $w_s$.

If an invariant were missing from the list, its dyad would be missing from the sum. If a listed vector were not invariant, the right side would contain a direction that the average does not preserve.

```lean
/-- The group average of a unitary representation is the sum of the dyads `w r (w r)†` over an
orthonormal basis of invariant vectors. -/
theorem average_eq_sum_invariants (U : G →* Matrix n n ℂ) (hU : IsUnitaryRep U)
    {w : R → n → ℂ} (hw : IsInvariantBasis U w) (p q : n) :
    groupAverage U p q = ∑ r, w r p * star (w r q) := by
  -- column q of the average is invariant, hence a combination of the w r
  obtain ⟨x, hx⟩ := (hw.2 (groupAverage U *ᵥ Pi.single q 1)).1
    (fun g => by rw [Matrix.mulVec_mulVec, mul_average])
  have hfix : ∀ r, groupAverage U *ᵥ w r = w r := fun r =>
    average_mulVec_of_fixed U ((hw.2 (w r)).2 ⟨Pi.single r 1, by simp [Pi.single_apply]⟩)
  -- the coefficients follow by projecting on w r and moving the average to the left
  have hcoef : ∀ r, x r = star (w r q) := fun r => by
    have h2 : star (w r) ᵥ* groupAverage U = star (w r) := by
      have h3 := congrArg star (hfix r)
      rwa [Matrix.star_mulVec, average_hermitian U hU] at h3
    have h1 : star (w r) ⬝ᵥ (groupAverage U *ᵥ Pi.single q 1) = star (w r q) := by
      rw [Matrix.dotProduct_mulVec, h2]
      simp
    have h4 : star (w r) ⬝ᵥ (∑ s, x s • w s) = ∑ s, x s * (star (w r) ⬝ᵥ w s) := by
      simp only [dotProduct, Finset.sum_apply, Pi.smul_apply, smul_eq_mul, Finset.mul_sum]
      rw [Finset.sum_comm]
      exact Finset.sum_congr rfl fun s _ => Finset.sum_congr rfl fun i _ => by ring
    rw [hx, h4] at h1
    simpa [hw.1] using h1
  have he : (groupAverage U *ᵥ Pi.single q 1) p = groupAverage U p q := by simp
  rw [← he, hx, Finset.sum_apply]
  exact Finset.sum_congr rfl fun r _ => by
    rw [Pi.smul_apply, smul_eq_mul, hcoef, mul_comm]
```

## One invariant direction of unit length

For the triple product, unitarity is inherited from the factors, since adjoints and products of Kronecker products are taken factor by factor.

```lean
/-- The direct product of three unitary representations is unitary. -/
theorem tripleProduct_unitary {G : Type*} [Group G] {D₁ : G →* Matrix a a ℂ}
    {D₂ : G →* Matrix b b ℂ} {D₃ : G →* Matrix c c ℂ} (h₁ : IsUnitaryRep D₁)
    (h₂ : IsUnitaryRep D₂) (h₃ : IsUnitaryRep D₃) :
    IsUnitaryRep (tripleProduct D₁ D₂ D₃) := fun g => by
  change (D₁ g ⊗ₖ D₂ g ⊗ₖ D₃ g)ᴴ * (D₁ g ⊗ₖ D₂ g ⊗ₖ D₃ g) = 1
  rw [Matrix.conjTranspose_kronecker, Matrix.conjTranspose_kronecker,
    ← Matrix.mul_kronecker_mul, ← Matrix.mul_kronecker_mul, h₁ g, h₂ g, h₃ g,
    Matrix.one_kronecker_one, Matrix.one_kronecker_one]
```

The theorem `average_triple_eq` assumes that the three representations are unitary, that $w^\dagger w=1$ (`hw`), and that the fixed vectors are exactly the multiples of $w$ (`hfix`). Physically, the three symmetry types can be coupled to a totally symmetric combination in one way only. The sum over $r$ then has a single term, and with $p=((i,k),m)$ and $q=((j,l),o)$ it is the formula at the start. The proof does the same by taking the one-element type `Unit` as the label set for $r$.

With several independent invariants, as for three copies of the three-dimensional representation of the rotation group of the tetrahedron, the average is a sum of dyads and no single $w$ suffices. With none, the average is zero. If $w$ spans the invariants but is not normalised, the right side must be divided by $w^\dagger w$.

```lean
/-- If three representations are unitary and the invariants of their triple product are the
multiples of one unit vector `w`, the group average of a product of three matrix elements is `w_ikm`
times the conjugate of `w_jlo`. -/
theorem average_triple_eq {D₁ : G →* Matrix a a ℂ} {D₂ : G →* Matrix b b ℂ}
    {D₃ : G →* Matrix c c ℂ} (h₁ : IsUnitaryRep D₁) (h₂ : IsUnitaryRep D₂)
    (h₃ : IsUnitaryRep D₃) {w : (a × b) × c → ℂ} (hw : star w ⬝ᵥ w = 1)
    (hfix : ∀ v, (∀ g, tripleProduct D₁ D₂ D₃ g *ᵥ v = v) ↔ ∃ x : ℂ, v = x • w)
    (i j : a) (k l : b) (m o : c) :
    (Fintype.card G : ℂ)⁻¹ * ∑ g, D₁ g i j * D₂ g k l * D₃ g m o
      = w ((i, k), m) * star (w ((j, l), o)) := by
  have hb : IsInvariantBasis (tripleProduct D₁ D₂ D₃) (fun _ : Unit => w) :=
    ⟨fun r s => by simpa using hw, fun v => (hfix v).trans
      ⟨fun ⟨x, h⟩ => ⟨fun _ => x, by simpa using h⟩,
       fun ⟨x, h⟩ => ⟨x (), by simpa using h⟩⟩⟩
  have h := average_eq_sum_invariants _ (tripleProduct_unitary h₁ h₂ h₃) hb
    ((i, k), m) ((j, l), o)
  simpa [groupAverage, tripleProduct, Matrix.sum_apply, Matrix.kroneckerMap_apply] using h
```

The smallest group shows how strong the condition is. For $G=\{1\}$ every vector is fixed, so the product space must be one-dimensional. Then $w$ is a single phase, and both sides equal $1$.

## A column with a nonzero diagonal entry

To obtain $w$ from a computed average, choose a column $q$ with $P_{qq}\neq0$. Since $P_{pq}=w_p\overline{w_q}$ and $P_{qq}=|w_q|^2$,

$$\frac{P_{pq}}{\sqrt{P_{qq}}}=\frac{\overline{w_q}}{|w_q|}\,w_p=z\,w_p,\qquad |z|=1 .$$

The condition means that the coefficient $w_q$ does not vanish. If it does, the whole column is zero and shows only that $w_q=0$. A suitable column always exists, because the squared moduli of the components of $w$ add up to $1$.

In the proof, `h` is the dyad formula, `hwq` turns the condition on the diagonal into $w_q\neq0$, and `hd` identifies the diagonal entry with the squared modulus. The phase $z$ is the same for all $p$. It makes component $q$ of the computed vector positive, while a published table may use another phase or other bases for the representations. The statement concerns exact matrices and says nothing about rounding.

```lean
/-- Let three representations be unitary and let the invariants of their triple product be the
multiples of one unit vector `w`. Then a column of the averaged triple product with nonzero diagonal
entry, divided by the square root of that entry, is the invariant vector `w` up to one overall
phase. -/
theorem coupling_from_column {D₁ : G →* Matrix a a ℂ} {D₂ : G →* Matrix b b ℂ}
    {D₃ : G →* Matrix c c ℂ} (h₁ : IsUnitaryRep D₁) (h₂ : IsUnitaryRep D₂)
    (h₃ : IsUnitaryRep D₃) {w : (a × b) × c → ℂ} (hw : star w ⬝ᵥ w = 1)
    (hfix : ∀ v, (∀ g, tripleProduct D₁ D₂ D₃ g *ᵥ v = v) ↔ ∃ x : ℂ, v = x • w)
    (q : (a × b) × c) (hq : groupAverage (tripleProduct D₁ D₂ D₃) q q ≠ 0) :
    ∃ z : ℂ, ‖z‖ = 1 ∧ ∀ p, groupAverage (tripleProduct D₁ D₂ D₃) p q /
      (Real.sqrt (groupAverage (tripleProduct D₁ D₂ D₃) q q).re : ℂ) = z * w p := by
  have h : ∀ p, groupAverage (tripleProduct D₁ D₂ D₃) p q = w p * star (w q) := fun p => by
    rw [← average_triple_eq h₁ h₂ h₃ hw hfix p.1.1 q.1.1 p.1.2 q.1.2 p.2 q.2]
    simp [groupAverage, tripleProduct, Matrix.sum_apply, Matrix.kroneckerMap_apply]
  have hwq : w q ≠ 0 := fun h0 => hq (by rw [h, h0, zero_mul])
  -- the diagonal entry is the squared modulus of w q
  have hd : w q * star (w q) = ((‖w q‖ ^ 2 : ℝ) : ℂ) := by
    rw [← Complex.normSq_eq_norm_sq]
    exact Complex.mul_conj _
  refine ⟨star (w q) / (‖w q‖ : ℂ), ?_, fun p => ?_⟩
  · rw [norm_div, norm_star, Complex.norm_real, norm_norm, div_self (norm_ne_zero_iff.mpr hwq)]
  · rw [h p, h q, hd, Complex.ofReal_re, Real.sqrt_sq (norm_nonneg _)]
    ring
```

## One mirror and a plane vector

A single mirror already satisfies all the assumptions in a product space of dimension two. The group is $\{1,-1\}$, written `ℤˣ`, and `mirrorRep e` multiplies component $i$ by the sign to the power `e i`.

```lean
/-- The group `{1, -1}` of a mirror acting diagonally: component `i` is multiplied by the
`e i`-th power of the sign. -/
def mirrorRep (e : n → ℕ) : ℤˣ →* Matrix n n ℂ where
  toFun u := Matrix.diagonal fun i => ((u : ℤ) : ℂ) ^ e i
  map_one' := by simp
  map_mul' u v := by simp [Matrix.diagonal_mul_diagonal, mul_pow]
```

Take $D_1(u)=\mathrm{diag}(1,u)$, a plane vector with one even and one odd component, and $D_2(u)=D_3(u)=u$, two odd scalars. Since $u^2=1$, the triple product is $\mathrm{diag}(1,u)$, and its invariants are the multiples of the first unit vector. With indices counted from $0$, this gives $w_{000}=1$ and $w_{100}=0$. The averages agree: $D_1(u)_{00}\,u\,u$ averages to $1$, and $D_1(u)_{11}\,u\,u=u$ averages to $0$.

The theorem `average_triple_witness` confirms unitarity, normalisation and the description of the fixed vectors. Its step `key` computes the action of the triple product. Applying the element $-1$ then forces the odd component of an invariant vector to equal its own negative, hence to vanish.

```lean
/-- For a plane vector with one even and one odd component and two odd scalars, the
representations are unitary and the invariants are the multiples of the even unit vector. -/
theorem average_triple_witness :
    IsUnitaryRep (mirrorRep ![0, 1]) ∧ IsUnitaryRep (mirrorRep ![1]) ∧
    star (Pi.single ((0, 0), 0) 1 : (Fin 2 × Fin 1) × Fin 1 → ℂ) ⬝ᵥ
      Pi.single ((0, 0), 0) 1 = 1 ∧
    ∀ v : (Fin 2 × Fin 1) × Fin 1 → ℂ,
      (∀ g, tripleProduct (mirrorRep ![0, 1]) (mirrorRep ![1]) (mirrorRep ![1]) g *ᵥ v = v) ↔
      ∃ x : ℂ, v = x • (Pi.single ((0, 0), 0) 1 : (Fin 2 × Fin 1) × Fin 1 → ℂ) := by
  have hu : ∀ {k : ℕ} (e : Fin k → ℕ), IsUnitaryRep (mirrorRep e) := fun e u => by
    rcases Int.units_eq_one_or u with rfl | rfl
    · simp
    · change (Matrix.diagonal _)ᴴ * Matrix.diagonal _ = 1
      rw [Matrix.diagonal_conjTranspose, Matrix.diagonal_mul_diagonal, ← Matrix.diagonal_one]
      congr 1
      ext i
      rcases Nat.even_or_odd (e i) with h | h <;> simp [h.neg_one_pow]
  -- the two odd scalars cancel, so only the parity of the plane component remains
  have key : ∀ (u : ℤˣ) (v : (Fin 2 × Fin 1) × Fin 1 → ℂ) (i : Fin 2),
      (tripleProduct (mirrorRep ![0, 1]) (mirrorRep ![1]) (mirrorRep ![1]) u *ᵥ v) ((i, 0), 0)
        = (if i = 0 then 1 else ((u : ℤ) : ℂ)) * v ((i, 0), 0) := by
    intro u v
    rcases Int.units_eq_one_or u with rfl | rfl <;>
    simp [Fin.forall_fin_two, tripleProduct, mirrorRep, Matrix.mulVec, dotProduct,
      Fintype.sum_prod_type, Matrix.kroneckerMap_apply, Matrix.diagonal_apply]
  refine ⟨hu _, hu _, by simp, fun v => ⟨fun h => ?_, ?_⟩⟩
  · have e := congrFun (h (-1)) ((1, 0), 0)
    rw [key] at e
    have e' : -v ((1, 0), 0) = v ((1, 0), 0) := by simpa using e
    have f : v ((1, 0), 0) = 0 := by linear_combination (-1 / 2) * e'
    have hall : ∀ i : Fin 2, v ((i, 0), 0) = (v ((0, 0), 0) •
        (Pi.single ((0, 0), 0) 1 : (Fin 2 × Fin 1) × Fin 1 → ℂ)) ((i, 0), 0) := by
      simp [Fin.forall_fin_two, Pi.single_apply, f]
    refine ⟨v ((0, 0), 0), ?_⟩
    ext ⟨⟨i, k⟩, m⟩
    obtain rfl : k = 0 := Subsingleton.elim _ _
    obtain rfl : m = 0 := Subsingleton.elim _ _
    exact hall i
  · rintro ⟨x, rfl⟩ g
    ext ⟨⟨i, k⟩, m⟩
    obtain rfl : k = 0 := Subsingleton.elim _ _
    obtain rfl : m = 0 := Subsingleton.elim _ _
    rw [key]
    by_cases hi : i = 0 <;> simp [hi]

end

end TripleProductAverage
```

```lean
#print axioms TripleProductAverage.average_triple_eq
#print axioms TripleProductAverage.coupling_from_column
```

```
'TripleProductAverage.average_triple_eq' depends on axioms: [propext, Classical.choice, Quot.sound]
'TripleProductAverage.coupling_from_column' depends on axioms: [propext, Classical.choice, Quot.sound]
```
